# Strict monotonicity of absolutely convergent thermal averages over the Maxwell energy distribution

For the Maxwell distribution of the reduced energy x = E/kT, the thermal average of a real function f is 2/√π times the integral of √x e^(−x) f(x) over x > 0. The theorem says that if f(x) < g(x) at every x > 0, and both averages converge absolutely, then the average of f is strictly less than that of g. The attempt shows that the difference of the two integrands is positive on the half-line, and deduces that its integral is positive because the set where it is nonzero has positive measure there. It then splits the integral of the difference in two and multiplies by the positive constant 2/√π.

As first written in Lean, the proof fails:

```lean
import Mathlib

open MeasureTheory Set Filter
open scoped Real Topology

namespace MaxwellAverageLt

noncomputable section

/-- The Maxwell average of `f` converges absolutely. -/
def MaxwellIntegrable (f : ℝ → ℝ) : Prop :=
  IntegrableOn (fun x : ℝ => √x * Real.exp (-x) * f x) (Ioi 0)

/-- The thermal average of a function `f` of the reduced energy `x = E/kT` over the
Maxwell distribution, for `f` whose average converges. -/
def maxwellAverage (f : ℝ → ℝ) : ℝ :=
  2 / √π * ∫ x in Ioi (0 : ℝ), √x * Real.exp (-x) * f x

/-- If `f < g` at every positive energy and both averages converge, then the Maxwell
average of `f` is strictly below that of `g`. -/
theorem maxwellAverage_lt {f g : ℝ → ℝ} (hf : MaxwellIntegrable f)
    (hg : MaxwellIntegrable g) (h : ∀ x, 0 < x → f x < g x) :
    maxwellAverage f < maxwellAverage g := by
  have hi : IntegrableOn (fun x : ℝ => √x * Real.exp (-x) * g x -
      √x * Real.exp (-x) * f x) (Ioi 0) := Integrable.sub hg hf
  have hp : ∀ x ∈ Ioi (0 : ℝ), 0 < √x * Real.exp (-x) * g x -
      √x * Real.exp (-x) * f x := fun x hx =>
    sub_pos.2 (mul_lt_mul_of_pos_left (h x hx)
      (mul_pos (Real.sqrt_pos.2 hx) (Real.exp_pos _)))
  -- a positive function has a positive integral
  have key : 0 < ∫ x in Ioi (0 : ℝ), (√x * Real.exp (-x) * g x -
      √x * Real.exp (-x) * f x) := by
    rw [setIntegral_pos_iff_support_of_nonneg_ae
      (ae_restrict_of_forall_mem measurableSet_Ioi fun x hx => (hp x hx).le) hi,
      inter_eq_right.2 (fun x hx => (hp x hx).ne'), Real.volume_Ioi]
    exact ENNReal.zero_lt_top
  rw [integral_sub hg hf] at key
  have hc : 0 < 2 / √π := div_pos two_pos (Real.sqrt_pos.2 Real.pi_pos)
  exact mul_lt_mul_of_pos_left (sub_pos.1 key) hc

end

end MaxwellAverageLt
```

The error:

```
Main.lean:35:6: error: Tactic `rewrite` failed: Did not find an occurrence of the pattern
  (fun x => √x * rexp (-x) * g x - √x * rexp (-x) * f x = 0 → False) ∩ Ioi 0
in the target expression
  0 < volume ((Function.support fun x => √x * rexp (-x) * g x - √x * rexp (-x) * f x) ∩ Ioi 0)

f g : ℝ → ℝ
hf : MaxwellIntegrable f
hg : MaxwellIntegrable g
h : ∀ (x : ℝ), 0 < x → f x < g x
hi : IntegrableOn (fun x => √x * rexp (-x) * g x - √x * rexp (-x) * f x) (Ioi 0) volume
hp : ∀ x ∈ Ioi 0, 0 < √x * rexp (-x) * g x - √x * rexp (-x) * f x
⊢ 0 < volume ((Function.support fun x => √x * rexp (-x) * g x - √x * rexp (-x) * f x) ∩ Ioi 0)
```

Fix (accepted with no message):

```diff
@@ -28,4 +28,6 @@
     sub_pos.2 (mul_lt_mul_of_pos_left (h x hx)
       (mul_pos (Real.sqrt_pos.2 hx) (Real.exp_pos _)))
+  have hs : Ioi (0 : ℝ) ⊆ Function.support (fun x : ℝ => √x * Real.exp (-x) * g x -
+      √x * Real.exp (-x) * f x) := fun x hx => (hp x hx).ne'
   -- a positive function has a positive integral
   have key : 0 < ∫ x in Ioi (0 : ℝ), (√x * Real.exp (-x) * g x -
@@ -33,5 +35,5 @@
     rw [setIntegral_pos_iff_support_of_nonneg_ae
       (ae_restrict_of_forall_mem measurableSet_Ioi fun x hx => (hp x hx).le) hi,
-      inter_eq_right.2 (fun x hx => (hp x hx).ne'), Real.volume_Ioi]
+      inter_eq_right.2 hs, Real.volume_Ioi]
     exact ENNReal.zero_lt_top
   rw [integral_sub hg hf] at key
```

Cause. The rewrite with `inter_eq_right` was meant to replace the intersection of the support with `Ioi 0` by `Ioi 0` alone. That lemma needs a proof that `Ioi 0` is contained in the other set, and here the proof was an anonymous function with no stated type. Lean therefore had to work out the other set from the function's body, a proof that the difference is nonzero. It arrived at the unfolded form `fun x => ... = 0 → False`, as the message shows, while the goal has `Function.support` of the difference. The two are equal by definition, but `rw` does not unfold `Function.support` when it searches for its pattern, so it found no match.

The repair states the inclusion beforehand as `hs`, with `Function.support` written in its type, and proves it by the same function. Given `hs`, `inter_eq_right` takes the set in that form, and its left side matches the goal.
